# The forest sum over pairwise non-overlapping subgraphs is an ordered product of factors 1 − t

A multi-loop QED diagram can diverge in its subgraphs as well as overall, and in the crossed two-loop electron self-energy two divergent vertex corrections share an electron line although neither lies inside the other. The Lean file below takes the subtractions t as elements of an arbitrary ring. The forest sum adds up the products of the factors −t over all forests, the selections of subgraphs without overlap. The file shows that this sum is a product with one factor 1 − t per subgraph if no two subgraphs overlap; for an overlapping pair listed after a larger graph that contains both, it gives the exact condition for the sum to equal this product in the order of the list.

```lean
import Mathlib

namespace ForestFormula

variable {V R : Type*} [DecidableEq V] [Ring R]

/-- Two subgraphs, given by their sets of vertices, are compatible if one contains the other
or they are disjoint. Otherwise they overlap. -/
def Compatible (γ δ : Finset V) : Prop := γ ⊆ δ ∨ δ ⊆ γ ∨ Disjoint γ δ

instance (γ δ : Finset V) : Decidable (Compatible γ δ) :=
  inferInstanceAs (Decidable (γ ⊆ δ ∨ δ ⊆ γ ∨ Disjoint γ δ))

/-- The forests of a list of subgraphs: all sublists, the empty one included, in which no two
subgraphs overlap. -/
def forests (l : List (Finset V)) : List (List (Finset V)) :=
  l.sublists'.filter (fun F => decide (F.Pairwise Compatible))

/-- The forest sum: each forest contributes the product of `-t γ` over its subgraphs, with the
subtraction operators `t γ` multiplied in the order of the list. -/
def forestSum (t : Finset V → R) (l : List (Finset V)) : R :=
  ((forests l).map (fun F => (F.map (fun γ => -t γ)).prod)).sum

/-- The sublists whose members all pass a test are the sublists of the list of members
that pass it. -/
theorem sublists_filter {α : Type*} (p : α → Bool) (l : List α) :
    l.sublists'.filter (fun F => F.all p) = (l.filter p).sublists' := by
  induction l with
  | nil => simp
  | cons a l ih =>
    cases h : p a <;>
      simp [List.sublists'_cons, List.filter_append, List.filter_map, Function.comp_def, h, ih]

/-- A forest either omits the first subgraph `γ`, or consists of `γ` and a forest of the remaining
subgraphs that are compatible with `γ`. -/
theorem forests_cons (γ : Finset V) (l : List (Finset V)) :
    forests (γ :: l) = forests l ++
      (forests (l.filter (fun δ => decide (Compatible γ δ)))).map (List.cons γ) := by
  unfold forests
  rw [List.sublists'_cons, List.filter_append, List.filter_map, ← sublists_filter,
    List.filter_filter]
  congr 2
  apply List.filter_congr
  intro F _
  rw [Bool.eq_iff_iff]
  simp [List.pairwise_cons, and_comm]

/-- Recursion for the forest sum: subtracting at `γ` leaves only the forests of subgraphs
compatible with `γ`. -/
theorem forestSum_cons (t : Finset V → R) (γ : Finset V) (l : List (Finset V)) :
    forestSum t (γ :: l) = forestSum t l -
      t γ * forestSum t (l.filter (fun δ => decide (Compatible γ δ))) := by
  -- the factor `-t γ` comes out of the sum on the left
  have h : ∀ L : List (List (Finset V)),
      (L.map (fun F => ((γ :: F).map (fun δ => -t δ)).prod)).sum =
        -(t γ * (L.map (fun F => (F.map (fun δ => -t δ)).prod)).sum) := by
    intro L
    induction L with
    | nil => simp
    | cons F L ih =>
      simp only [List.map_cons, List.sum_cons, List.prod_cons] at ih ⊢
      rw [ih]
      noncomm_ring
  rw [forestSum, forests_cons, List.map_append, List.sum_append, List.map_map, sub_eq_add_neg]
  exact congrArg (forestSum t l + ·) (h _)

/-- If `γ` overlaps none of the subgraphs listed after it, its subtraction splits off as a
factor `1 - t γ` on the left. -/
theorem forestSum_cons_of_compatible (t : Finset V → R) (γ : Finset V) (l : List (Finset V))
    (h : ∀ δ ∈ l, Compatible γ δ) :
    forestSum t (γ :: l) = (1 - t γ) * forestSum t l := by
  have hf : l.filter (fun δ => decide (Compatible γ δ)) = l :=
    List.filter_eq_self.mpr (fun δ hδ => decide_eq_true (h δ hδ))
  rw [forestSum_cons, hf, sub_mul, one_mul]

/-- Forest formula: if every two of the listed subgraphs are nested or disjoint, the forest sum is
the product of the factors `1 - t γ` in the order of the list. -/
theorem forest_formula (t : Finset V → R) (l : List (Finset V)) (h : l.Pairwise Compatible) :
    forestSum t l = (l.map (fun γ => 1 - t γ)).prod := by
  induction l with
  | nil => simp [forestSum, forests]
  | cons γ l ih =>
    obtain ⟨h₁, h₂⟩ := List.pairwise_cons.mp h
    rw [forestSum_cons_of_compatible t γ l h₁, ih h₂, List.map_cons, List.prod_cons]

/-- If every two of the listed subgraphs overlap, the forest sum is one minus the sum of the single
subtractions. -/
theorem forestSum_of_overlapping (t : Finset V → R) (l : List (Finset V))
    (h : l.Pairwise (fun γ δ => ¬ Compatible γ δ)) :
    forestSum t l = 1 - (l.map t).sum := by
  induction l with
  | nil => simp [forestSum, forests]
  | cons γ l ih =>
    obtain ⟨h₁, h₂⟩ := List.pairwise_cons.mp h
    -- no other subgraph can join `γ` in a forest
    have hf : l.filter (fun δ => decide (Compatible γ δ)) = [] :=
      List.filter_eq_nil_iff.mpr (fun δ hδ hc => h₁ δ hδ (of_decide_eq_true hc))
    have h0 : forestSum t ([] : List (Finset V)) = 1 := by simp [forestSum, forests]
    rw [forestSum_cons, hf, h0, ih h₂, List.map_cons, List.sum_cons]
    noncomm_ring

/-- For two overlapping subgraphs listed after a graph `Γ` that contains both, the forest sum is
`(1 - T) (1 - t₁ - t₂)`, where `T`, `t₁`, `t₂` are the three subtractions. -/
theorem forestSum_overlapping_pair (t : Finset V → R) {Γ γ₁ γ₂ : Finset V}
    (h₁ : γ₁ ⊆ Γ) (h₂ : γ₂ ⊆ Γ) (h : ¬ Compatible γ₁ γ₂) :
    forestSum t [Γ, γ₁, γ₂] = (1 - t Γ) * (1 - t γ₁ - t γ₂) := by
  have hΓ : ∀ δ ∈ [γ₁, γ₂], Compatible Γ δ := by
    intro δ hδ
    simp only [List.mem_cons, List.not_mem_nil, or_false] at hδ
    rcases hδ with rfl | rfl
    · exact Or.inr (Or.inl h₁)
    · exact Or.inr (Or.inl h₂)
  rw [forestSum_cons_of_compatible t Γ _ hΓ, forestSum_of_overlapping t _ (by simp [h])]
  simp [sub_sub]

/-- For two overlapping subgraphs listed after a graph `Γ` that contains both, the forest sum equals
the ordered product `(1 - T) (1 - t₁) (1 - t₂)` exactly when `(1 - T) t₁ t₂ = 0`. -/
theorem overlapping_pair_factorises_iff (t : Finset V → R) {Γ γ₁ γ₂ : Finset V}
    (h₁ : γ₁ ⊆ Γ) (h₂ : γ₂ ⊆ Γ) (h : ¬ Compatible γ₁ γ₂) :
    forestSum t [Γ, γ₁, γ₂] = (1 - t Γ) * (1 - t γ₁) * (1 - t γ₂) ↔
      (1 - t Γ) * t γ₁ * t γ₂ = 0 := by
  -- the two expressions differ by the product over the forbidden pair
  have key : (1 - t Γ) * t γ₁ * t γ₂ =
      (1 - t Γ) * (1 - t γ₁) * (1 - t γ₂) - (1 - t Γ) * (1 - t γ₁ - t γ₂) := by
    noncomm_ring
  rw [forestSum_overlapping_pair t h₁ h₂ h, key, sub_eq_zero]
  exact eq_comm

/-- The crossed two-loop electron self-energy, with vertices 0 to 3 along the electron line and
vertex corrections `{0, 1, 2}` and `{1, 2, 3}`, has exactly these six forests. -/
theorem crossed_self_energy_forests :
    forests [({0, 1, 2, 3} : Finset (Fin 4)), {0, 1, 2}, {1, 2, 3}] =
      [[], [{1, 2, 3}], [{0, 1, 2}], [{0, 1, 2, 3}],
        [{0, 1, 2, 3}, {1, 2, 3}], [{0, 1, 2, 3}, {0, 1, 2}]] := by
  simp only [forests, List.sublists'_cons, List.sublists'_nil]
  decide +kernel

/-- For the idempotent matrices `T = !![1, 0; 0, 0]`, `t₁ = !![1, 1; 0, 0]` and
`t₂ = !![0, 0; 1, 1]`, the product `(1 - T) t₁ t₂` vanishes but `(1 - T) t₂ t₁` does not. -/
theorem factorisation_order_witness :
    let T : Matrix (Fin 2) (Fin 2) ℤ := !![1, 0; 0, 0]
    let t₁ : Matrix (Fin 2) (Fin 2) ℤ := !![1, 1; 0, 0]
    let t₂ : Matrix (Fin 2) (Fin 2) ℤ := !![0, 0; 1, 1]
    (T * T = T ∧ t₁ * t₁ = t₁ ∧ t₂ * t₂ = t₂) ∧
      (1 - T) * t₁ * t₂ = 0 ∧ (1 - T) * t₂ * t₁ ≠ 0 := by
  decide +kernel

end ForestFormula
```

```lean
#print axioms ForestFormula.forest_formula
#print axioms ForestFormula.overlapping_pair_factorises_iff
#print axioms ForestFormula.crossed_self_energy_forests
```

```
'ForestFormula.forest_formula' depends on axioms: [propext, Classical.choice, Quot.sound]
'ForestFormula.overlapping_pair_factorises_iff' depends on axioms: [propext, Classical.choice, Quot.sound]
'ForestFormula.crossed_self_energy_forests' depends on axioms: [propext, Classical.choice, Quot.sound]
```

## Forests and the sum over them

A subgraph is represented by its finite set of vertices, a `Finset V`. Two subgraphs γ and δ are `Compatible` if γ ⊆ δ, or δ ⊆ γ, or they have no vertex in common. Textbooks call such a pair non-overlapping.

The input is a list l of subgraphs, those that need a subtraction. A forest is a sublist of l in which every two members are compatible. The empty sublist is a forest, and so is each single subgraph. The function `t` assigns to each subgraph γ a ring element t γ, its subtraction. Write S(l) for `forestSum t l`:

S(l) = sum over the forests F of l of the product of (−t γ) over γ in F

The factors stand in the order of the list, which matters because the ring need not be commutative. The empty forest contributes 1, the unsubtracted diagram.

The theorem `forest_formula` says that if every two members of l = [γ₁, …, γₙ] are compatible, then

S(l) = (1 − t γ₁)(1 − t γ₂) ⋯ (1 − t γₙ)

A nested chain is a special case. At the opposite extreme, `forestSum_of_overlapping` says that if every two members overlap, then

S(l) = 1 − (t γ₁ + t γ₂ + ⋯ + t γₙ)

The mixed case has two overlapping subgraphs γ₁ and γ₂ inside a graph Γ. With T = t Γ, t₁ = t γ₁ and t₂ = t γ₂, `forestSum_overlapping_pair` gives

S([Γ, γ₁, γ₂]) = (1 − T)(1 − t₁ − t₂)

and `overlapping_pair_factorises_iff` says that this equals (1 − T)(1 − t₁)(1 − t₂) exactly when (1 − T) t₁ t₂ = 0.

## Subtractions in a QED diagram

In the renormalisation scheme of Bogoliubov, Parasiuk, Hepp and Zimmermann (BPHZ), t γ stands for the operation that replaces the contribution of γ by the first terms of its Taylor expansion in the momenta external to γ. Taking away this polynomial corresponds to adding a local counterterm. The factor 1 − t γ keeps the remainder. Operators act to the right, so for nested subgraphs the inner subtraction should stand on the right and act first. The list must therefore name a larger graph before the subgraphs it contains. The theorems `forest_formula` and `forestSum_of_overlapping` hold for any order of the list, but only such an order has this physical reading. Each subgraph should also be listed once, since a repeated entry counts as a second subgraph compatible with the first, which adds forests that contain both copies.

In the crossed self-energy, number the vertices 0, 1, 2, 3 along the electron line, with photons joining 0 to 2 and 1 to 3. The vertex corrections are γ₁ = {0, 1, 2} and γ₂ = {1, 2, 3}. They share the vertices 1 and 2 and the electron line between them, and neither contains the other. With the whole diagram Γ = {0, 1, 2, 3}, the theorem `crossed_self_energy_forests` lists exactly six forests:

∅, {γ₂}, {γ₁}, {Γ}, {Γ, γ₂}, {Γ, γ₁}

They match the six terms of the expanded forest sum:

(1 − T)(1 − t₁ − t₂) = 1 − t₂ − t₁ − T + T t₂ + T t₁

No term contains both t₁ and t₂. The factorised expression has two more terms, t₁ t₂ and −T t₁ t₂, which belong to the forbidden selections {γ₁, γ₂} and {Γ, γ₁, γ₂}. The condition for them to cancel can be written as

T t₁ t₂ = t₁ t₂

so the overall subtraction must leave the product t₁ t₂ unchanged.

This condition depends on the order of t₁ and t₂, while the forest sum for the pair does not. The theorem `factorisation_order_witness` gives three 2×2 integer matrices for which (1 − T) t₁ t₂ = 0 but (1 − T) t₂ t₁ ≠ 0. If they are assigned to Γ, γ₁ and γ₂, the criterion shows that the factorised formula holds with the factor 1 − t₁ to the left of 1 − t₂ and fails with the two exchanged. All three matrices are idempotent, as a Taylor truncation is: truncating a second time at the same order changes nothing. The general theorems do not require this property.

The step from this algebra to an actual Feynman integral is the representation of all the Taylor subtractions as elements of one ring, for instance as linear operators on a common space of integrands, with composition as the product. For a real diagram this requires a consistent routing of the loop momenta through the subgraphs. The divergent subgraphs are also supplied by the user and not found by power counting, and a vertex set does not record which lines belong to a subgraph. Convergence of the subtracted integral, the analytic content of the BPHZ theorem, is a separate question.

For perturbative QED, the result organises the counterterms of a single diagram, given a finite list of subgraphs and subtractions that multiply as ring elements.

## One recursion for every case

Let γ be the first subgraph and l the rest of the list, so that the whole list is γ :: l. Let l_γ be the part of l that is compatible with γ. A forest of γ :: l is of one of two kinds:

- It omits γ. Then it is a forest of l.
- It contains γ. Then its other members are pairwise compatible and each is compatible with γ, so they form a forest of l_γ.

The first kind contributes S(l). In the second kind every product begins with −t γ, which can be taken out of the sum on the left. Hence

S(γ :: l) = S(l) − t γ · S(l_γ)

If γ is compatible with everything in l, then l_γ = l and

S(γ :: l) = S(l) − t γ · S(l) = (1 − t γ) S(l)

The empty list has only the empty forest, so S([]) = 1. When all pairs are compatible, this step applies at each subgraph in turn, and induction on the length of the list gives the ordered product.

If γ overlaps everything in l, then l_γ is empty and

S(γ :: l) = S(l) − t γ

When all pairs overlap, induction gives 1 minus the sum of the single subtractions.

For [Γ, γ₁, γ₂], the graph Γ contains both other subgraphs, so its factor splits off. The remaining pair overlaps:

S([Γ, γ₁, γ₂]) = (1 − T) S([γ₁, γ₂]) = (1 − T)(1 − t₁ − t₂)

Finally, since (1 − t₁)(1 − t₂) = 1 − t₁ − t₂ + t₁ t₂,

(1 − T)(1 − t₁)(1 − t₂) = (1 − T)(1 − t₁ − t₂) + (1 − T) t₁ t₂

The two expressions therefore agree exactly when the last term is zero.

## The recursion in Lean

The division into two kinds of forest is `forests_cons`. Lean enumerates the sublists of γ :: l as those of l followed by the same sublists with γ put in front. A sublist with γ in front is pairwise compatible exactly when γ is compatible with each other member and those members are pairwise compatible among themselves; this is `List.pairwise_cons`. The auxiliary lemma `sublists_filter` turns the first of these conditions into a restriction of the list: sublists whose members all pass a test are the sublists of the list of members that pass it. Its proof is an induction on the list, with a case distinction on whether the first element passes.

The recursion for S is `forestSum_cons`. Its inner statement `h` takes the factor −t γ out of the sum, by induction on the list of forests. The tactic `noncomm_ring` does the algebra at each step without exchanging factors.

In `forestSum_cons_of_compatible`, the equation `hf` says that l_γ = l, and distributivity gives the factor 1 − t γ. The theorem `forest_formula` repeats this step by induction. In `forestSum_of_overlapping`, the corresponding `hf` says that l_γ is empty, and `h0` supplies S([]) = 1.

The proof of `forestSum_overlapping_pair` first checks that Γ is compatible with both subgraphs, and then uses `forestSum_cons_of_compatible` and `forestSum_of_overlapping` in succession. In `overlapping_pair_factorises_iff`, the identity `key` writes (1 − T) t₁ t₂ as the difference of the factorised product and the forest sum, and `sub_eq_zero` turns a vanishing difference into an equality.

The two explicit examples are settled by evaluation. For the self-energy, `simp only` unfolds the enumeration of the eight sublists of the three subgraphs, and `decide +kernel` evaluates it and checks which of them are forests. For the matrices, the same tactic computes the integer entries.

## Several overlapping subgraphs inside one graph

The same argument extends the pair to any number of subgraphs γ₁, …, γₙ that all lie in Γ and overlap one another. The factor of Γ splits off first, and the rest is the mutually overlapping case:

S([Γ, γ₁, …, γₙ]) = (1 − T)(1 − t γ₁ − ⋯ − t γₙ)

There are 2(n + 1) forests, since each contains at most one of the γᵢ and may or may not contain Γ. This version has no separate theorem in the file, but it follows from `forestSum_cons_of_compatible` and `forestSum_of_overlapping`.

## Sets of subgraphs in place of lists

The input could also be modelled as a finite set of subgraphs, with forests as subsets. This would rule out repeated entries and remove the arbitrary order of disjoint or overlapping subgraphs. A set carries no order of multiplication, however, so each forest would need a rule that places larger graphs to the left of the subgraphs they contain. That rule leaves the order of disjoint subgraphs open, and the product would be well defined if their subtractions commute. With lists the order is part of the input, and the theorems hold without any assumption on commutation.
